# A normalised spin-1 state whose variances of Jx and Jy add up to 7/16

The theorem `optimalState_attains` concerns a single spin 1 in the state with real amplitudes √5/4, √6/4, √5/4 for m = 1, 0, -1. It states that this vector in ℂ³ has norm one and that its variances of Jx and Jy, in units of ħ², sum to exactly 7/16. For the norm, the attempt writes the inner product of the state with itself as a real sum cast into ℂ, and evaluates that sum from the squares of √5 and √6. For the variances, it puts the amplitudes into the general formulas of `mean_coordinates` and finishes with `linear_combination`.

The failing Lean file:

```lean
import Mathlib

open Matrix

namespace OptimalStateAttains

noncomputable section

/-- Operators on the three-dimensional state space of a spin 1. -/
abbrev Op := Matrix (Fin 3) (Fin 3) ℂ

/-- The x component of spin 1 in the basis m = 1, 0, -1, in units of ħ. -/
def Jx : Op := (1 / √2 : ℝ) • !![0, 1, 0; 1, 0, 1; 0, 1, 0]

/-- The y component of spin 1 in the same basis. -/
def Jy : Op := (1 / √2 : ℝ) •
  !![0, -Complex.I, 0; Complex.I, 0, -Complex.I; 0, Complex.I, 0]

/-- The real part of ψ†Aψ, the expectation value of a Hermitian A in a unit vector ψ. -/
def mean (A : Op) (ψ : Fin 3 → ℂ) : ℝ := (star ψ ⬝ᵥ A *ᵥ ψ).re

/-- The variance ⟨A²⟩ - ⟨A⟩² of a Hermitian A in a unit vector ψ. -/
def variance (A : Op) (ψ : Fin 3 → ℂ) : ℝ := mean (A ^ 2) ψ - (mean A ψ) ^ 2

/-- The square of the prefactor 1/√2 of the spin matrices is 1/2. -/
theorem prefactor_sq : (1 / √2 : ℝ) * (1 / √2) = 1 / 2 := by
  rw [div_mul_div_comm, Real.mul_self_sqrt (by norm_num), one_mul]

/-- The planar part Jx² + Jy² of the squared spin is diagonal, with entries 1, 2, 1. -/
theorem planar_square : Jx ^ 2 + Jy ^ 2 = !![1, 0, 0; 0, 2, 0; 0, 0, 1] := by
  rw [Jx, Jy, pow_two, pow_two, smul_mul_smul_comm, smul_mul_smul_comm, prefactor_sq]
  ext i j
  fin_cases i <;> fin_cases j <;>
    simp <;> norm_num

/-- The expectation values of Jx, Jy and Jx² + Jy², written in the real and imaginary
parts of the three amplitudes. -/
theorem mean_coordinates (ψ : Fin 3 → ℂ) :
    mean Jx ψ = 1 / √2 * (2 * ((ψ 1).re * ((ψ 0).re + (ψ 2).re)
      + (ψ 1).im * ((ψ 0).im + (ψ 2).im))) ∧
    mean Jy ψ = 1 / √2 * (2 * ((ψ 0).re * (ψ 1).im - (ψ 0).im * (ψ 1).re
      + (ψ 1).re * (ψ 2).im - (ψ 1).im * (ψ 2).re)) ∧
    mean (Jx ^ 2) ψ + mean (Jy ^ 2) ψ = (ψ 0).re ^ 2 + (ψ 0).im ^ 2
      + 2 * ((ψ 1).re ^ 2 + (ψ 1).im ^ 2) + (ψ 2).re ^ 2 + (ψ 2).im ^ 2 := by
  have hs : ∀ (c : ℝ) (A : Op), mean (c • A) ψ = c * mean A ψ := by
    intro c A
    simp only [mean, Matrix.smul_mulVec, dotProduct_smul, Complex.smul_re, smul_eq_mul]
  have hadd : mean (Jx ^ 2) ψ + mean (Jy ^ 2) ψ = mean (Jx ^ 2 + Jy ^ 2) ψ := by
    simp only [mean, Matrix.add_mulVec, dotProduct_add, Complex.add_re]
  refine ⟨?_, ?_, ?_⟩
  · rw [Jx, hs]
    congr 1
    simp [mean, Matrix.mulVec, dotProduct, Fin.sum_univ_three]
    ring
  · rw [Jy, hs]
    congr 1
    simp [mean, Matrix.mulVec, dotProduct, Fin.sum_univ_three]
    ring
  · rw [hadd, planar_square]
    simp [mean, Matrix.mulVec, dotProduct, Fin.sum_univ_three]
    ring

/-- The state with amplitudes √5/4, √6/4, √5/4 for m = 1, 0, -1. -/
def optimalState : Fin 3 → ℂ :=
  ![((√5 / 4 : ℝ) : ℂ), ((√6 / 4 : ℝ) : ℂ), ((√5 / 4 : ℝ) : ℂ)]

/-- The state `optimalState` is normalised and its variances of Jx and Jy add up to
exactly 7/16. -/
theorem optimalState_attains : star optimalState ⬝ᵥ optimalState = 1 ∧
    variance Jx optimalState + variance Jy optimalState = 7 / 16 := by
  have h5 : √5 * √5 = 5 := Real.mul_self_sqrt (by norm_num)
  have h6 : √6 * √6 = 6 := Real.mul_self_sqrt (by norm_num)
  constructor
  · have e : star optimalState ⬝ᵥ optimalState
        = ((√5 / 4 * (√5 / 4) + √6 / 4 * (√6 / 4) + √5 / 4 * (√5 / 4) : ℝ) : ℂ) := by
      simp [optimalState, dotProduct, Fin.sum_univ_three]
    have h : √5 / 4 * (√5 / 4) + √6 / 4 * (√6 / 4) + √5 / 4 * (√5 / 4) = 1 := by
      linear_combination (1 / 8) * h5 + (1 / 16) * h6
    rw [e, h, Complex.ofReal_one]
  · obtain ⟨hx, hy, hq⟩ := mean_coordinates optimalState
    have e0 : optimalState 0 = ((√5 / 4 : ℝ) : ℂ) := rfl
    have e1 : optimalState 1 = ((√6 / 4 : ℝ) : ℂ) := rfl
    have e2 : optimalState 2 = ((√5 / 4 : ℝ) : ℂ) := rfl
    simp only [e0, e1, e2, Complex.ofReal_re, Complex.ofReal_im] at hx hy hq
    unfold variance
    rw [hx, hy]
    linear_combination hq - (1 / 16) * h5 + (1 / 8 - √5 ^ 2 / 32) * h6
      - (√6 ^ 2 * √5 ^ 2 / 16) * prefactor_sq

end

end OptimalStateAttains
```

Compiling this gives:

```
Main.lean:75:83: error: unsolved goals
h5 : √5 * √5 = 5
h6 : √6 * √6 = 6
⊢ ↑√5 / (starRingEnd ℂ) 4 * (↑√5 / 4) + ↑√6 / (starRingEnd ℂ) 4 * (↑√6 / 4) + ↑√5 / (starRingEnd ℂ) 4 * (↑√5 / 4) =
    ↑√5 / 4 * (↑√5 / 4) + ↑√6 / 4 * (↑√6 / 4) + ↑√5 / 4 * (↑√5 / 4)
```

This version goes through:

```diff
@@ -71,15 +71,16 @@
   have h5 : √5 * √5 = 5 := Real.mul_self_sqrt (by norm_num)
   have h6 : √6 * √6 = 6 := Real.mul_self_sqrt (by norm_num)
+  have e0 : optimalState 0 = ((√5 / 4 : ℝ) : ℂ) := rfl
+  have e1 : optimalState 1 = ((√6 / 4 : ℝ) : ℂ) := rfl
+  have e2 : optimalState 2 = ((√5 / 4 : ℝ) : ℂ) := rfl
   constructor
   · have e : star optimalState ⬝ᵥ optimalState
         = ((√5 / 4 * (√5 / 4) + √6 / 4 * (√6 / 4) + √5 / 4 * (√5 / 4) : ℝ) : ℂ) := by
-      simp [optimalState, dotProduct, Fin.sum_univ_three]
+      simp only [dotProduct, Fin.sum_univ_three, Pi.star_apply, e0, e1, e2,
+        Complex.star_def, Complex.conj_ofReal, Complex.ofReal_add, Complex.ofReal_mul]
     have h : √5 / 4 * (√5 / 4) + √6 / 4 * (√6 / 4) + √5 / 4 * (√5 / 4) = 1 := by
       linear_combination (1 / 8) * h5 + (1 / 16) * h6
     rw [e, h, Complex.ofReal_one]
   · obtain ⟨hx, hy, hq⟩ := mean_coordinates optimalState
-    have e0 : optimalState 0 = ((√5 / 4 : ℝ) : ℂ) := rfl
-    have e1 : optimalState 1 = ((√6 / 4 : ℝ) : ℂ) := rfl
-    have e2 : optimalState 2 = ((√5 / 4 : ℝ) : ℂ) := rfl
     simp only [e0, e1, e2, Complex.ofReal_re, Complex.ofReal_im] at hx hy hq
     unfold variance
```

Cause. The error lies in the proof of `e`, the equation between the inner product and the cast real sum. There `simp` unfolds the state and carries the cast from ℝ to ℂ inside each quotient, so that an amplitude becomes `↑√5 / 4` with a complex 4. The conjugation is then distributed over numerator and denominator. It disappears from the real root, but `(starRingEnd ℂ) 4` is left unsimplified, and the two sides differ only in this conjugated 4.

The repair keeps each amplitude whole as the cast of a real number. The equations `e0`, `e1` and `e2` supply the amplitudes in this form, and `Complex.conj_ofReal` removes the conjugation from each in one step. `Complex.ofReal_add` and `Complex.ofReal_mul` split the cast on the right at sums and products only, so the quotients stay intact and the sides agree. Since `simp only` uses just the listed lemmas, nothing breaks the quotients up. The three equations are moved ahead of `constructor` because both halves of the proof now need them.
